# Filling the lowest levels minimises the energy of non-interacting fermions at fixed particle number

Take finitely many levels with real energies `e i`, and a set `s` of them in which no level lies above any level outside. The lemma says that filling each level of `s` once costs no more energy than any occupations `w i` between zero and one with the same total particle number, that is, `∑ i ∈ s, e i ≤ ∑ i, w i * e i`. The particles are non-interacting, so the energy is just the sum of the level energies weighted by occupation. The proof picks a threshold energy `μ` between the filled and the empty levels and shows that each term of `∑ i, (w i - occ s i) * (e i - μ)` is non-negative, where `occ s i` is one on `s` and zero elsewhere. When the sum is expanded, the terms in `μ` cancel because the particle numbers agree.

The failing Lean file:

```lean
import Mathlib

open Matrix

namespace FillingLe

noncomputable section

variable {n : Type*} [Fintype n] [DecidableEq n]

/-- Occupation numbers: one for the levels in `s`, zero for all others. -/
def occ (s : Finset n) (i : n) : ℝ := if i ∈ s then 1 else 0

/-- If no level in `s` lies above a level outside `s`, filling `s` costs no more energy than any
occupations between zero and one with the same particle number. -/
theorem filling_le {e w : n → ℝ} {s : Finset n} (hlow : ∀ i ∈ s, ∀ j ∉ s, e i ≤ e j)
    (h0 : ∀ i, 0 ≤ w i) (h1 : ∀ i, w i ≤ 1) (hw : ∑ i, w i = (s.card : ℝ)) :
    ∑ i ∈ s, e i ≤ ∑ i, w i * e i := by
  -- a threshold energy separates filled from empty levels
  obtain ⟨μ, hlo, hhi⟩ : ∃ μ : ℝ, (∀ i ∈ s, e i ≤ μ) ∧ ∀ j ∉ s, μ ≤ e j := by
    rcases s.eq_empty_or_nonempty with rfl | hs
    · refine ⟨-∑ i, |e i|, by simp, fun j _ => ?_⟩
      have h := Finset.single_le_sum (f := fun i => |e i|)
        (fun i _ => abs_nonneg (e i)) (Finset.mem_univ j)
      have h' := neg_abs_le (e j)
      simp only at h
      linarith
    · obtain ⟨m, hm, hmax⟩ := s.exists_max_image e hs
      exact ⟨e m, hmax, hlow m hm⟩
  have key : 0 ≤ ∑ i, (w i - occ s i) * (e i - μ) := by
    refine Finset.sum_nonneg fun i _ => ?_
    by_cases hi : i ∈ s
    · simp only [occ, if_pos hi]
      nlinarith [mul_nonneg (sub_nonneg.2 (h1 i)) (sub_nonneg.2 (hlo i hi))]
    · simp only [occ, if_neg hi, sub_zero]
      exact mul_nonneg (h0 i) (sub_nonneg.2 (hhi i hi))
  have h2 : ∑ i, occ s i * e i = ∑ i ∈ s, e i := by simp [occ]
  have h3 : ∑ i, occ s i = (s.card : ℝ) := by simp [occ]
  have h4 : ∑ i, (w i - occ s i) * (e i - μ)
      = ∑ i, (w i * e i - occ s i * e i - μ * w i + μ * occ s i) :=
    Finset.sum_congr rfl fun i _ => by ring
  rw [h4, Finset.sum_add_distrib, Finset.sum_sub_distrib, Finset.sum_sub_distrib,
    ← Finset.mul_sum, ← Finset.mul_sum, h2, h3, hw] at key
  linarith

end

end FillingLe
```

Messages:

```
Main.lean:26:6: error: `simp` made no progress
```

The change, after which it compiles:

```diff
@@ -21,8 +21,8 @@
     rcases s.eq_empty_or_nonempty with rfl | hs
     · refine ⟨-∑ i, |e i|, by simp, fun j _ => ?_⟩
-      have h := Finset.single_le_sum (f := fun i => |e i|)
+      have h : |e j| ≤ ∑ i, |e i| := Finset.single_le_sum (f := fun i => |e i|)
         (fun i _ => abs_nonneg (e i)) (Finset.mem_univ j)
       have h' := neg_abs_le (e j)
-      simp only at h
+
       linarith
     · obtain ⟨m, hm, hmax⟩ := s.exists_max_image e hs
```

The error arises where `s` is empty and the threshold is `-∑ i, |e i|`. There `h` comes from `Finset.single_le_sum`, with the function `fun i => |e i|` supplied explicitly. The line `simp only at h` was meant to tidy the result, in case it still held that function applied to `j` rather than plain `|e j|`. With no lemmas listed, `simp only` can do little more than such basic reductions, and it fails if it changes nothing. "`simp` made no progress" therefore means that no such application was left: `h` already read `|e j| ≤ ∑ i, |e i|`.

Deleting the `simp only` line is what cures the error. `linarith` can then combine `h` with `h'`, which says `-|e j| ≤ e j`, to get the required bound. The type now written on `h` is mere tidying: it spells out the form `h` already had. The blank line left behind has no effect.
